# Temperley–Lieb relations for neighbouring bonds of the spin-1 biquadratic chain

## Spins, bonds and conventions

Two neighbouring spins 1 in a magnetic chain can be coupled through the bilinear term $\mathbf S_1\cdot\mathbf S_2$ and through the biquadratic term $(\mathbf S_1\cdot\mathbf S_2)^2$. Bonds that share a site do not commute in general. The question is which algebraic relations hold between the biquadratic terms of two such bonds.

Spins are measured in units of $\hbar$. Each spin 1 is described in the Cartesian basis $|x\rangle,|y\rangle,|z\rangle$, where

$$(S_k)_{ab}=-i\,\varepsilon_{kab},$$

with $\varepsilon$ the totally antisymmetric symbol and $\varepsilon_{xyz}=1$.

Two further operators are defined for any local dimension $d$, on two copies of $\mathbb C^d$. Rows are labelled by $(a,b)$ and columns by $(a',b')$:

$$E_{(a,b),(a',b')}=\delta_{ab}\,\delta_{a'b'},\qquad P_{(a,b),(a',b')}=\delta_{ab'}\,\delta_{ba'}.$$

$P$ swaps the two sites. $E$ is the bond matrix. It is not normalised: for $d\ge1$ the projector is $E/d$, which projects onto the unit vector $d^{-1/2}\sum_a|a\,a\rangle$. On three sites, $e_1=E\otimes 1$ acts on sites 1 and 2, and $e_2=1\otimes E$ acts on sites 2 and 3.

## The relations and their formal reading

For every $d$,

$$e_1^2=d\,e_1,\qquad e_2^2=d\,e_2,\qquad e_1e_2e_1=e_1,\qquad e_2e_1e_2=e_2 .$$

For two Cartesian spins 1,

$$\mathbf S_1\cdot\mathbf S_2=P-E,\qquad (\mathbf S_1\cdot\mathbf S_2)^2-1=E .$$

For three spins 1, the shifted biquadratic operators $(\mathbf S_1\cdot\mathbf S_2)^2-1$ and $(\mathbf S_2\cdot\mathbf S_3)^2-1$ therefore satisfy the four relations with $d=3$. Below, "biquadratic operators" means these two, with the constant subtracted.

In Lean, the basis states of one site are labelled by the elements of `Fin d`, and operators are complex matrices indexed by pairs or triples of these labels. `bond d` is $E$ and `swap d` is $P$. `onLeft A` and `onRight A` let a two-site matrix act on sites 1, 2 or on sites 2, 3, with a delta for the spectator site. The theorem `temperleyLieb` states the four relations for every natural number $d$.

For spin 1, the indices 0, 1, 2 stand for $x,y,z$. The matrices `Sx`, `Sy`, `Sz` are written out, and `spin_one_algebra` proves their commutation relations and $S_x^2+S_y^2+S_z^2=2$ for a single site. The name `exchange` means $\mathbf S_1\cdot\mathbf S_2$; many textbooks use "exchange operator" for the permutation, which here is `swap`. The theorem `bilinear_biquadratic` treats the general bond $\alpha\,\mathbf S_1\cdot\mathbf S_2+\beta\,(\mathbf S_1\cdot\mathbf S_2)^2$ and allows complex couplings $\alpha,\beta$, while a Hermitian Hamiltonian has real ones.

The theorems concern at most three sites. Passing to a chain of $N$ sites requires identities on all the other sites and, for the full Temperley–Lieb algebra, the commutation of bonds that share no site.

## Contracting a bond

In this section $x$, $y$ and $z$ are names of indices, not Cartesian directions. Let $M$ be any matrix on three sites and $y$ a column label. Multiplication by $e_1$ from the left gives

$$(e_1M)_{(a,b,c),y}=\sum_{x_1,x_2,x_3}\delta_{ab}\,\delta_{x_1x_2}\,\delta_{cx_3}\,M_{(x_1,x_2,x_3),y}=\delta_{ab}\sum_x M_{(x,x,c),y}.$$

The two sites of the bond are contracted, and a delta takes their place. In the same way,

$$(e_2M)_{(a,b,c),y}=\delta_{bc}\sum_x M_{(a,x,x),y}.$$

Now take $y=(a',b',c')$. For the squares,

$$(e_1^2)_{(a,b,c),y}=\delta_{ab}\sum_x\delta_{xx}\,\delta_{a'b'}\,\delta_{cc'}=d\,(e_1)_{(a,b,c),y},$$

$$(e_2^2)_{(a,b,c),y}=\delta_{bc}\sum_x\delta_{aa'}\,\delta_{xx}\,\delta_{b'c'}=d\,(e_2)_{(a,b,c),y}.$$

For the first triple product, contract twice:

$$(e_1e_2e_1)_{(a,b,c),y}=\delta_{ab}\sum_x\delta_{xc}\sum_z\delta_{xz}\,\delta_{a'b'}\,\delta_{zc'}=\delta_{ab}\,\delta_{a'b'}\,\delta_{cc'},$$

which is the entry of $e_1$. For the second,

$$(e_2e_1e_2)_{(a,b,c),y}=\delta_{bc}\sum_x\delta_{ax}\sum_z\delta_{za'}\,\delta_{zx}\,\delta_{b'c'}=\delta_{bc}\,\delta_{aa'}\,\delta_{b'c'},$$

which is the entry of $e_2$.

## From spin 1 to the bond matrix

The product of two spin matrices follows from the contraction of two $\varepsilon$ symbols:

$$(S_kS_l)_{ab}=-\sum_c\varepsilon_{kac}\,\varepsilon_{lcb}=\delta_{kl}\,\delta_{ab}-\delta_{al}\,\delta_{kb}.$$

Antisymmetrising in $k$ and $l$ gives

$$[S_k,S_l]_{ab}=\delta_{ak}\,\delta_{lb}-\delta_{al}\,\delta_{kb}=\sum_m\varepsilon_{klm}\,\varepsilon_{mab}=i\sum_m\varepsilon_{klm}(S_m)_{ab}.$$

Setting $k=l$ and summing gives $3\delta_{ab}-\delta_{ab}=2\delta_{ab}$, which is $s(s+1)$ for $s=1$.

For two sites,

$$(\mathbf S_1\cdot\mathbf S_2)_{(a,b),(a',b')}=-\sum_k\varepsilon_{kaa'}\,\varepsilon_{kbb'}=\delta_{ab'}\,\delta_{ba'}-\delta_{ab}\,\delta_{a'b'},$$

so $\mathbf S_1\cdot\mathbf S_2=P-E$.

Swapping twice does nothing, so $P^2=1$. Multiplying by $P$ from the left exchanges the row indices $a,b$, and multiplying from the right exchanges the column indices $a',b'$. Both leave $E$ unchanged, so $PE=EP=E$. Finally,

$$(E^2)_{(a,b),(a',b')}=\delta_{ab}\Big(\sum_c\delta_{cc}\Big)\delta_{a'b'}=3\,E_{(a,b),(a',b')}.$$

Therefore

$$(\mathbf S_1\cdot\mathbf S_2)^2=P^2-PE-EP+E^2=1-E-E+3E=1+E .$$

The general bond follows by substitution:

$$\alpha\,\mathbf S_1\cdot\mathbf S_2+\beta\,(\mathbf S_1\cdot\mathbf S_2)^2=\alpha P+(\beta-\alpha)E+\beta .$$

At $\alpha=\beta$ the bond matrix drops out, and the coupling is a permutation up to a factor and a constant.

## The spectrum of three spins

Consider the open three-site chain

$$H=-(\mathbf S_1\cdot\mathbf S_2)^2-(\mathbf S_2\cdot\mathbf S_3)^2=-e_1-e_2-2 .$$

For each $c\in\{x,y,z\}$ define the unnormalised states

$$u_c=\sum_a|a\,a\,c\rangle,\qquad w_c=\sum_a|c\,a\,a\rangle .$$

Each has norm $\sqrt3$, and the normalised states $u_c/\sqrt3$ and $w_c/\sqrt3$ have overlap $1/3$. The bond matrices act as

$$e_1u_c=3u_c,\quad e_2u_c=w_c,\quad e_1w_c=u_c,\quad e_2w_c=3w_c .$$

On the span of $u_c$ and $w_c$, the operator $e_1+e_2$ thus has the matrix $\begin{pmatrix}3&1\\1&3\end{pmatrix}$, with eigenvalues 4 and 2. This gives the energies $-6$ and $-4$, each threefold. The remaining 21 dimensions are orthogonal to all $u_c$ and $w_c$; both bond matrices vanish there, and the energy is $-2$. A $27\times27$ problem has become a $2\times2$ one. This spectrum is an ordinary calculation with no Lean theorem behind it.

## Why the Cartesian basis matters

The commutation relations and $\mathbf S^2=2$ alone do not imply $(\mathbf S_1\cdot\mathbf S_2)^2-1=E$. The usual spin-1 matrices in the eigenbasis $|+\rangle,|0\rangle,|-\rangle$ of $S_z$ satisfy both conditions. There, $\mathbf S_1\cdot\mathbf S_2\,|{+}{+}\rangle=|{+}{+}\rangle$, so the diagonal entry of $(\mathbf S_1\cdot\mathbf S_2)^2-1$ at $(+,+)$ is 0. The matrix with entries $\delta_{ab}\delta_{a'b'}$ in that basis has the entry 1 at the same place.

The relations between the biquadratic operators survive the change of basis, because it conjugates both operators by the same three-site unitary. What changes is the form of the matrix: in the $S_z$ basis it is no longer a product of these two deltas.

## The Lean file

```lean
import Mathlib

open Matrix
open scoped Kronecker

namespace BiquadraticChain

noncomputable section

/-- The bond matrix on two copies of `ℂ^d`: the entry in row `(a, b)` and column `(c, e)`
is `δ_ab δ_ce`. -/
def bond (d : ℕ) : Matrix (Fin d × Fin d) (Fin d × Fin d) ℂ :=
  Matrix.of fun x y => (if x.1 = x.2 then 1 else 0) * (if y.1 = y.2 then 1 else 0)

/-- The permutation operator that exchanges two copies of `ℂ^d`. -/
def swap (d : ℕ) : Matrix (Fin d × Fin d) (Fin d × Fin d) ℂ :=
  Matrix.of fun x y => (if x.1 = y.2 then 1 else 0) * (if x.2 = y.1 then 1 else 0)

/-- A two-site operator acting on sites 1 and 2 of three. -/
def onLeft {d : ℕ} (A : Matrix (Fin d × Fin d) (Fin d × Fin d) ℂ) :
    Matrix (Fin d × Fin d × Fin d) (Fin d × Fin d × Fin d) ℂ :=
  Matrix.of fun x y => A (x.1, x.2.1) (y.1, y.2.1) * (if x.2.2 = y.2.2 then 1 else 0)

/-- A two-site operator acting on sites 2 and 3 of three. -/
def onRight {d : ℕ} (A : Matrix (Fin d × Fin d) (Fin d × Fin d) ℂ) :
    Matrix (Fin d × Fin d × Fin d) (Fin d × Fin d × Fin d) ℂ :=
  Matrix.of fun x y => (if x.1 = y.1 then 1 else 0) * A x.2 y.2

/-- The bond matrix on sites 1 and 2 contracts these two sites and puts a delta in their place. -/
theorem onLeft_bond_mul {d : ℕ}
    (M : Matrix (Fin d × Fin d × Fin d) (Fin d × Fin d × Fin d) ℂ)
    (a b c : Fin d) (y : Fin d × Fin d × Fin d) :
    (onLeft (bond d) * M) (a, b, c) y = if a = b then ∑ x, M (x, x, c) y else 0 := by
  by_cases h : a = b <;>
    simp [Matrix.mul_apply, Fintype.sum_prod_type, onLeft, bond, h]

/-- The bond matrix on sites 2 and 3 contracts these two sites and puts a delta in their place. -/
theorem onRight_bond_mul {d : ℕ}
    (M : Matrix (Fin d × Fin d × Fin d) (Fin d × Fin d × Fin d) ℂ)
    (a b c : Fin d) (y : Fin d × Fin d × Fin d) :
    (onRight (bond d) * M) (a, b, c) y = if b = c then ∑ x, M (a, x, x) y else 0 := by
  by_cases h : b = c
  · simp [Matrix.mul_apply, Fintype.sum_prod_type, onRight, bond, h]
    -- sum over the spectator site first
    rw [Finset.sum_comm]
    simp
  · simp [Matrix.mul_apply, onRight, bond, h]

/-- On three copies of `ℂ^d` the two neighbouring bond matrices satisfy the Temperley-Lieb
relations `e₁² = d e₁`, `e₂² = d e₂`, `e₁ e₂ e₁ = e₁` and `e₂ e₁ e₂ = e₂`. -/
theorem temperleyLieb (d : ℕ) :
    onLeft (bond d) * onLeft (bond d) = (d : ℂ) • onLeft (bond d) ∧
    onRight (bond d) * onRight (bond d) = (d : ℂ) • onRight (bond d) ∧
    onLeft (bond d) * onRight (bond d) * onLeft (bond d) = onLeft (bond d) ∧
    onRight (bond d) * onLeft (bond d) * onRight (bond d) = onRight (bond d) := by
  refine ⟨?_, ?_, ?_, ?_⟩
  · -- a closed loop contributes the factor d
    ext ⟨a, b, c⟩ ⟨a', b', c'⟩
    rw [onLeft_bond_mul]
    by_cases h : a = b <;> simp [onLeft, bond, h]
  · ext ⟨a, b, c⟩ ⟨a', b', c'⟩
    rw [onRight_bond_mul]
    by_cases h : b = c <;> by_cases h' : a = a' <;> simp [onRight, bond, h, h']
  · -- the line through three bonds is pulled straight
    rw [mul_assoc]
    ext ⟨a, b, c⟩ ⟨a', b', c'⟩
    rw [onLeft_bond_mul]
    simp only [onRight_bond_mul]
    by_cases h : a' = b' <;> by_cases h' : a = b <;> simp [onLeft, bond, h, h']
  · rw [mul_assoc]
    ext ⟨a, b, c⟩ ⟨a', b', c'⟩
    rw [onRight_bond_mul]
    simp only [onLeft_bond_mul]
    rcases eq_or_ne a a' with rfl | h2
    · by_cases h : b' = c' <;> simp [onRight, bond, h]
    · by_cases h : b' = c' <;> simp [onRight, bond, h, h2]

/-- On two sites, the swap squares to one, leaves the bond matrix unchanged from either side,
and the bond matrix squares to `d` times itself. -/
theorem swap_bond_algebra (d : ℕ) :
    swap d * swap d = 1 ∧ swap d * bond d = bond d ∧ bond d * swap d = bond d ∧
    bond d * bond d = (d : ℂ) • bond d := by
  refine ⟨?_, ?_, ?_, ?_⟩
  · ext ⟨a, b⟩ ⟨a', b'⟩
    by_cases h : a = a' <;> by_cases h' : b = b' <;>
      simp [Matrix.mul_apply, Fintype.sum_prod_type, swap, Matrix.one_apply, h, h']
  · ext ⟨a, b⟩ ⟨a', b'⟩
    by_cases h : a' = b' <;>
      simp [Matrix.mul_apply, Fintype.sum_prod_type, swap, bond, h, eq_comm]
  · ext ⟨a, b⟩ ⟨a', b'⟩
    rcases eq_or_ne a' b' with rfl | h
    · by_cases h' : a = b <;>
        simp [Matrix.mul_apply, Fintype.sum_prod_type, swap, bond, h']
    · by_cases h' : a = b <;>
        simp [Matrix.mul_apply, Fintype.sum_prod_type, swap, bond, h', h, h.symm]
  · ext ⟨a, b⟩ ⟨a', b'⟩
    by_cases h : a = b <;> by_cases h' : a' = b' <;>
      simp [Matrix.mul_apply, Fintype.sum_prod_type, bond, h, h']

/-- The x component of spin 1 in the Cartesian basis. -/
def Sx : Matrix (Fin 3) (Fin 3) ℂ :=
  !![0, 0, 0; 0, 0, -Complex.I; 0, Complex.I, 0]

/-- The y component of spin 1 in the Cartesian basis. -/
def Sy : Matrix (Fin 3) (Fin 3) ℂ :=
  !![0, 0, Complex.I; 0, 0, 0; -Complex.I, 0, 0]

/-- The z component of spin 1 in the Cartesian basis. -/
def Sz : Matrix (Fin 3) (Fin 3) ℂ :=
  !![0, -Complex.I, 0; Complex.I, 0, 0; 0, 0, 0]

/-- The Cartesian matrices of a single spin 1 obey the angular momentum commutation relations, and
the sum of their squares is `2` times the identity. -/
theorem spin_one_algebra :
    Sx * Sy - Sy * Sx = Complex.I • Sz ∧ Sy * Sz - Sz * Sy = Complex.I • Sx ∧
    Sz * Sx - Sx * Sz = Complex.I • Sy ∧
    Sx * Sx + Sy * Sy + Sz * Sz = (2 : ℂ) • (1 : Matrix (Fin 3) (Fin 3) ℂ) := by
  refine ⟨?_, ?_, ?_, ?_⟩ <;> ext i j <;> fin_cases i <;> fin_cases j <;>
    simp [Sx, Sy, Sz] <;> norm_num

/-- The exchange operator `S₁·S₂` of two spins 1 in the Cartesian basis. -/
def exchange : Matrix (Fin 3 × Fin 3) (Fin 3 × Fin 3) ℂ :=
  Sx ⊗ₖ Sx + Sy ⊗ₖ Sy + Sz ⊗ₖ Sz

/-- For two spins 1 in the Cartesian basis, `S₁·S₂` is the swap minus the bond matrix. -/
theorem exchange_eq : exchange = swap 3 - bond 3 := by
  ext ⟨a, b⟩ ⟨a', b'⟩
  fin_cases a <;> fin_cases b <;> fin_cases a' <;> fin_cases b' <;>
    simp [exchange, swap, bond, Sx, Sy, Sz, Matrix.kroneckerMap_apply]

/-- For two spins 1 in the Cartesian basis, the biquadratic term minus the identity is the bond
matrix `e`: `(S₁·S₂)² - 1 = e`. -/
theorem exchange_sq_sub_one : exchange ^ 2 - 1 = bond 3 := by
  obtain ⟨hPP, hPE, hEP, hEE⟩ := swap_bond_algebra 3
  have h3 : bond 3 * bond 3 = (3 : ℂ) • bond 3 := by
    rw [hEE]; norm_num
  -- expand (P - E)² and use P² = 1, PE = EP = E, E² = 3E
  rw [exchange_eq, pow_two, sub_mul, mul_sub, mul_sub, hPP, hPE, hEP, h3]
  module

/-- The general bilinear-biquadratic bond of two spins 1 in the Cartesian basis, written with the
swap and the bond matrix: `α S₁·S₂ + β (S₁·S₂)² = α P + (β - α) e + β`. -/
theorem bilinear_biquadratic (α β : ℂ) :
    α • exchange + β • exchange ^ 2 =
      α • swap 3 + (β - α) • bond 3 + β • (1 : Matrix (Fin 3 × Fin 3) (Fin 3 × Fin 3) ℂ) := by
  have h : exchange ^ 2 = bond 3 + 1 := sub_eq_iff_eq_add.mp exchange_sq_sub_one
  rw [h, exchange_eq]
  module

/-- For three spins 1, the biquadratic operators `b₁ = (S₁·S₂)² - 1` and `b₂ = (S₂·S₃)² - 1`
satisfy `b₁² = 3 b₁`, `b₂² = 3 b₂`, `b₁ b₂ b₁ = b₁` and `b₂ b₁ b₂ = b₂`. -/
theorem biquadratic_temperleyLieb :
    let b₁ := onLeft (exchange ^ 2 - 1)
    let b₂ := onRight (exchange ^ 2 - 1)
    b₁ * b₁ = (3 : ℂ) • b₁ ∧ b₂ * b₂ = (3 : ℂ) • b₂ ∧
    b₁ * b₂ * b₁ = b₁ ∧ b₂ * b₁ * b₂ = b₂ := by
  intro b₁ b₂
  have h₁ : b₁ = onLeft (bond 3) := congrArg onLeft exchange_sq_sub_one
  have h₂ : b₂ = onRight (bond 3) := congrArg onRight exchange_sq_sub_one
  rw [h₁, h₂]
  exact_mod_cast temperleyLieb 3

end

end BiquadraticChain
```

```lean
#print axioms BiquadraticChain.temperleyLieb
#print axioms BiquadraticChain.spin_one_algebra
#print axioms BiquadraticChain.bilinear_biquadratic
#print axioms BiquadraticChain.biquadratic_temperleyLieb
```

```
'BiquadraticChain.temperleyLieb' depends on axioms: [propext, Classical.choice, Quot.sound]
'BiquadraticChain.spin_one_algebra' depends on axioms: [propext, Classical.choice, Quot.sound]
'BiquadraticChain.bilinear_biquadratic' depends on axioms: [propext, Classical.choice, Quot.sound]
'BiquadraticChain.biquadratic_temperleyLieb' depends on axioms: [propext, Classical.choice, Quot.sound]
```

## The proof in Lean

**Contraction.** `onLeft_bond_mul` and `onRight_bond_mul` are the two contraction formulas, with the outer delta written as an `if`. The proofs split on whether the two row indices of the bond agree and let `simp` collapse the sums. For the right bond, `Finset.sum_comm` changes the order of summation so that the delta of the spectator site can be used first.

**The four relations.** `temperleyLieb` compares matrix entries. One contraction suffices for each square. For the triple products, `mul_assoc` regroups the factors so that the leftmost bond matrix multiplies a product, and the contraction lemmas are applied one after the other. The second one acts inside a sum, so it is used through `simp only`. The remaining case distinctions evaluate the deltas of the derivation above.

**Two-site algebra.** `swap_bond_algebra` proves $P^2=1$, $PE=E$, $EP=E$ and $E^2=dE$ for every $d$, again entry by entry.

**Spin 1.** Here Lean takes a different route from the derivation above. Instead of contracting $\varepsilon$ symbols, `spin_one_algebra` checks the nine entries of each identity, and `exchange_eq` checks all 81 entries of $\mathbf S_1\cdot\mathbf S_2=P-E$. The tactic `fin_cases` lists the index values.

**The biquadratic term.** `exchange_sq_sub_one` returns to algebra. It replaces `exchange` by $P-E$, expands the square with `sub_mul` and `mul_sub`, and inserts the two-site relations. The tactic `module` then collects the multiples of $E$ and $1$. `bilinear_biquadratic` substitutes the results for $\mathbf S_1\cdot\mathbf S_2$ and its square and finishes in the same way.

**Three spins.** In `biquadratic_temperleyLieb`, the operators `b₁` and `b₂` are defined from the spins. The equalities `h₁` and `h₂` identify them with the bond matrices on the two pairs of sites, and the claim becomes `temperleyLieb 3`. The closing `exact_mod_cast` only matches the natural number 3 with the complex number 3.
